# The number of large entries in a row of a Hermitian idempotent matrix is bounded independently of its size

One way to make a density-matrix calculation sparse is to discard entries below a threshold and store the others. For a general Hermitian matrix this may save nothing. If all entries of an $M\times M$ matrix equal one, every row keeps $M$ entries at threshold one, and the storage grows as $M^2$. Without a further property of the density matrix, a fixed threshold therefore puts no size-independent limit on the memory needed for one row.

Idempotency supplies such a limit. The problems below derive it for a finite orthonormal basis and a state of non-interacting or mean-field electrons with occupations zero and one, which is the state that density-matrix purification aims at. They bound how many entries are large, but not where those entries sit. Decay with distance is a different statement, which needs a notion of distance and further information about the system, such as a spectral gap.

## Projectors and large entries

The matrix entries are real or complex numbers, which Lean treats together through `RCLike 𝕜`. The finite type `n` labels the basis functions.

```lean
import Mathlib

open Finset

namespace DensityMatrixLocality

noncomputable section

variable {𝕜 n : Type*} [RCLike 𝕜] [Fintype n]
```

A density projector is a matrix $P$ with $P^\dagger=P$ and $P^2=P$. These two conditions are the fields of `IsDensityProjector`. They stand for a single determinant described in spin orbitals, or for one spin channel of it when every occupied orbital has a definite spin. A closed-shell matrix with occupations zero and two must first be halved. In a non-orthogonal basis the idempotency condition contains the overlap matrix, so the definition applies only after orthogonalisation.

```lean
/-- A one-particle density matrix in an orthonormal basis, with occupations zero and one:
a Hermitian idempotent matrix. -/
structure IsDensityProjector (P : Matrix n n 𝕜) : Prop where
  hermitian : P.IsHermitian
  idempotent : P * P = P
```

For a real threshold $t$, let $N_i(t)$ be the number of columns $j$ with $|P_{ij}|\ge t$. The set of these columns is `largeEntries P t i`, and $N_i(t)$ is its `card`. The diagonal entry is counted when it reaches the threshold. The norm `‖P i j‖` is the modulus $|P_{ij}|$.

```lean
/-- The columns `j` in which row `i` of `P` has an entry of magnitude at least `t`. -/
def largeEntries (P : Matrix n n 𝕜) (t : ℝ) (i : n) : Finset n :=
  Finset.univ.filter (fun j => t ≤ ‖P i j‖)
```

## Problems

### (a) The squared magnitudes in one row

Show that the squared magnitudes in row $i$ of a density projector add up to the diagonal entry:

$$\sum_j |P_{ij}|^2 = P_{ii}.$$

**Solution.** Take the diagonal element of $P^2=P$:

$$P_{ii}=(P^2)_{ii}=\sum_j P_{ij}P_{ji}.$$

Hermiticity gives $P_{ji}=\overline{P_{ij}}$, so each product is $P_{ij}\overline{P_{ij}}=|P_{ij}|^2$, and the claim follows. It also shows that $P_{ii}$ is real.

```lean
/-- The squared magnitudes in a row of a density projector add up to the diagonal entry. -/
theorem row_sum_sq {P : Matrix n n 𝕜} (hP : IsDensityProjector P) (i : n) :
    ∑ j, ‖P i j‖ ^ 2 = RCLike.re (P i i) := by
  -- the diagonal element of `P * P = P`
  have h : (P * P) i i = P i i := by rw [hP.idempotent]
  rw [Matrix.mul_apply] at h
  -- Hermiticity turns each product into a squared magnitude
  have h2 : ∀ j, P i j * P j i = ((‖P i j‖ ^ 2 : ℝ) : 𝕜) := by
    intro j
    rw [← hP.hermitian.apply j i, ← starRingEnd_apply, RCLike.mul_conj, RCLike.ofReal_pow]
  rw [← h, map_sum]
  refine Finset.sum_congr rfl fun j _ => ?_
  rw [h2 j, RCLike.ofReal_re]
```

Lean writes the right side as `RCLike.re (P i i)`, the real part, because the sum on the left is a real number while `P i i` belongs to `𝕜`. In the proof, `h` is the diagonal element of $P^2=P$ and `h2` turns each product into a squared magnitude. The real part is then taken term by term.

### (b) The occupation of a basis function

Write $p=P_{ii}$ for the occupation of basis function $i$. Show that it respects the Pauli limits:

$$0\le p\le 1.$$

**Solution.** By (a), $p$ is a sum of squares, so $p\ge 0$. The sum contains the term $j=i$, and the other terms are non-negative, so

$$p^2=|P_{ii}|^2\le\sum_j|P_{ij}|^2=p.$$

If $p$ were greater than one, then $p^2$ would be greater than $p$, a contradiction. Hence $p\le 1$.

```lean
/-- The diagonal entries of a density projector lie between zero and one. -/
theorem diag_mem_unit {P : Matrix n n 𝕜} (hP : IsDensityProjector P) (i : n) :
    0 ≤ RCLike.re (P i i) ∧ RCLike.re (P i i) ≤ 1 := by
  have h0 : 0 ≤ RCLike.re (P i i) := by
    rw [← row_sum_sq hP i]
    exact Finset.sum_nonneg fun j _ => sq_nonneg _
  have h1 : ‖P i i‖ ^ 2 ≤ RCLike.re (P i i) := by
    rw [← row_sum_sq hP i]
    exact Finset.single_le_sum (f := fun j => ‖P i j‖ ^ 2)
      (fun j _ => sq_nonneg _) (Finset.mem_univ i)
  have h2 := pow_le_pow_left₀ h0 (RCLike.re_le_norm (P i i)) 2
  exact ⟨h0, by nlinarith⟩
```

The two bounds on the row sum are `h0` and `h1`. By hand we used $|P_{ii}|=p$. Lean needs only that the real part is at most the modulus, which `h2` squares. The last step, from $p^2\le p$ to $p\le1$, is done by `nlinarith`.

### (c) An off-diagonal entry and its diagonal neighbour

Show that the occupation limits every other entry of the row. For $i\ne j$,

$$|P_{ij}|^2\le p(1-p).$$

**Solution.** Keep only the columns $i$ and $j$ in the row sum. The omitted terms are non-negative, so

$$p^2+|P_{ij}|^2\le\sum_k|P_{ik}|^2=p.$$

Subtracting $p^2$ gives the claim. In particular, if a basis function is completely empty or completely filled, all off-diagonal entries in its row are zero.

```lean
/-- In a density projector, the squared magnitude of an off-diagonal entry is at most `p (1 - p)`,
where `p` is the diagonal entry of its row. -/
theorem offdiag_sq_le {P : Matrix n n 𝕜} (hP : IsDensityProjector P) {i j : n} (hij : i ≠ j) :
    ‖P i j‖ ^ 2 ≤ RCLike.re (P i i) * (1 - RCLike.re (P i i)) := by
  classical
  -- keep only the columns `i` and `j` of the row sum
  have h := Finset.sum_le_sum_of_subset_of_nonneg (Finset.subset_univ ({i, j} : Finset n))
    (fun k _ _ => sq_nonneg ‖P i k‖)
  rw [Finset.sum_pair hij, row_sum_sq hP i] at h
  have h2 := pow_le_pow_left₀ (diag_mem_unit hP i).1 (RCLike.re_le_norm (P i i)) 2
  nlinarith
```

The subset `{i, j}` carries out the selection of columns. The hypothesis `hij` enters through `Finset.sum_pair`, which splits the sum over this set into two terms and requires them to be distinct.

### (d) The largest possible coherence

Show that for $i\ne j$

$$|P_{ij}|\le\tfrac12.$$

**Solution.** Complete the square in the bound from (c):

$$|P_{ij}|^2\le p(1-p)=\tfrac14-\left(p-\tfrac12\right)^2\le\tfrac14.$$

Since $|P_{ij}|\ge0$, taking the square root gives the result.

```lean
/-- Every off-diagonal entry of a density projector has magnitude at most one half. -/
theorem offdiag_le_half {P : Matrix n n 𝕜} (hP : IsDensityProjector P) {i j : n} (hij : i ≠ j) :
    ‖P i j‖ ≤ 1 / 2 := by
  have h := offdiag_sq_le hP hij
  have h4 : ‖P i j‖ ^ 2 ≤ 1 / 4 := by
    nlinarith [sq_nonneg (RCLike.re (P i i) - 1 / 2)]
  nlinarith [norm_nonneg (P i j)]
```

The square $(p-\tfrac12)^2\ge0$ is passed to `nlinarith` as a hint, and the second call takes the root.

### (e) Counting the large entries in a row

Let $t>0$. Show that

$$N_i(t)\le\frac{P_{ii}}{t^2}.$$

**Solution.** Each large entry satisfies $|P_{ij}|^2\ge t^2$. Summing first over the large entries and then over the whole row gives

$$t^2N_i(t)\le\sum_{j:\,|P_{ij}|\ge t}|P_{ij}|^2\le\sum_j|P_{ij}|^2=P_{ii}.$$

Divide by $t^2$. The size of the matrix does not enter. The bound restricts a row only if the row has more than $P_{ii}/t^2$ columns, however. For $P_{ii}=\tfrac12$ and $t=10^{-3}$ this number is $500\,000$, so at small thresholds the bound alone does not show that a matrix of ordinary size is sparse.

```lean
/-- For `t > 0`, the number of entries of magnitude at least `t` in row `i` of a density projector
is at most the diagonal entry divided by `t ^ 2`. -/
theorem card_large_le {P : Matrix n n 𝕜} (hP : IsDensityProjector P) {t : ℝ} (ht : 0 < t)
    (i : n) : ((largeEntries P t i).card : ℝ) ≤ RCLike.re (P i i) / t ^ 2 := by
  rw [le_div_iff₀ (pow_pos ht 2), ← row_sum_sq hP i, ← nsmul_eq_mul]
  -- each large entry contributes at least `t ^ 2` to the row sum
  refine (Finset.card_nsmul_le_sum (largeEntries P t i) (fun j => ‖P i j‖ ^ 2) (t ^ 2)
    fun j hj => ?_).trans ?_
  · exact pow_le_pow_left₀ ht.le (Finset.mem_filter.mp hj).2 2
  · exact Finset.sum_le_sum_of_subset_of_nonneg (Finset.subset_univ _)
      (fun j _ _ => sq_nonneg _)
```

The first rewrite multiplies through by $t^2$ and replaces the diagonal entry by the row sum. The two inequalities of the chain are then joined by `.trans`. `Finset.card_nsmul_le_sum` gives the first, and enlarging the set of columns to the whole row gives the second.

### (f) Counting the large entries in the whole matrix

Show that for $t>0$

$$\sum_i N_i(t)\le\frac{\operatorname{tr}P}{t^2}.$$

**Solution.** Sum (e) over the rows:

$$\sum_iN_i(t)\le\sum_i\frac{P_{ii}}{t^2}=\frac{\operatorname{tr}P}{t^2}.$$

The trace is the number of electrons described by $P$. At fixed $t$ the number of large entries therefore grows at most linearly with the number of electrons.

```lean
/-- For `t > 0`, the number of entries of magnitude at least `t` in the whole density projector is
at most its trace divided by `t ^ 2`. -/
theorem total_large_le {P : Matrix n n 𝕜} (hP : IsDensityProjector P) {t : ℝ} (ht : 0 < t) :
    ∑ i, ((largeEntries P t i).card : ℝ) ≤ RCLike.re P.trace / t ^ 2 := by
  calc ∑ i, ((largeEntries P t i).card : ℝ)
      ≤ ∑ i, RCLike.re (P i i) / t ^ 2 := Finset.sum_le_sum fun i _ => card_large_le hP ht i
    _ = RCLike.re P.trace / t ^ 2 := by
      simp only [Matrix.trace, Matrix.diag_apply, map_sum, Finset.sum_div]
```

The `calc` block has the same two steps. Entries $(i,j)$ and $(j,i)$ are counted separately, so a code that stores one triangle of the matrix keeps only one entry of each such pair with $i\ne j$.

### (g) Real symmetric projectors

Let $P$ be real with $P^{\mathsf T}=P$ and $P^2=P$. Show that every row $i$ satisfies

$$\sum_jP_{ij}^2=P_{ii}\in[0,1],\qquad |P_{ij}|\le\tfrac12\ \ (j\ne i),\qquad N_i(t)\le\frac1{t^2}\ \ (t>0).$$

**Solution.** For a real matrix the conjugate transpose is the transpose, so $P$ is a density projector. The first two statements are (a), (b) and (d), with $|P_{ij}|^2=P_{ij}^2$. For the third, combine (e) with $P_{ii}\le1$:

$$N_i(t)\le\frac{P_{ii}}{t^2}\le\frac1{t^2}.$$

```lean
/-- For a real symmetric idempotent matrix, the squares in each row sum to the diagonal entry, which
lies in `[0, 1]`; off-diagonal entries are at most one half in absolute value, and at most `1 / t ^
2` entries of the row have absolute value at least `t`, for every `t > 0`. -/
theorem real_projector_locality {P : Matrix n n ℝ} (hsymm : P.transpose = P)
    (hidem : P * P = P) (i : n) :
    ∑ j, P i j ^ 2 = P i i ∧ P i i ∈ Set.Icc (0 : ℝ) 1 ∧
      (∀ j, i ≠ j → |P i j| ≤ 1 / 2) ∧
      ∀ t : ℝ, 0 < t → ((largeEntries P t i).card : ℝ) ≤ 1 / t ^ 2 := by
  have hP : IsDensityProjector P :=
    ⟨by rw [Matrix.IsHermitian, Matrix.conjTranspose_eq_transpose_of_trivial]; exact hsymm,
      hidem⟩
  have hd : 0 ≤ P i i ∧ P i i ≤ 1 := diag_mem_unit hP i
  refine ⟨?_, hd, fun j hij => offdiag_le_half hP hij, fun t ht => ?_⟩
  · simpa only [Real.norm_eq_abs, sq_abs, RCLike.re_to_real] using row_sum_sq hP i
  · have h : ((largeEntries P t i).card : ℝ) ≤ P i i / t ^ 2 := card_large_le hP ht i
    exact h.trans (div_le_div_of_nonneg_right hd.2 (sq_nonneg t))
```

The hypotheses `hsymm` and `hidem` are the two matrix equations, from which `hP` is built. The interval $[0,1]$ appears as `Set.Icc (0 : ℝ) 1`. The row $i$ is fixed before the four statements, which are joined by `∧`.

### (h) One electron spread evenly over all sites

For a natural number $N$, let $U$ be the matrix on $N+1$ sites whose entries all equal $1/(N+1)$.

```lean
/-- The matrix on `N + 1` sites whose entries all equal `1 / (N + 1)`. -/
def uniformProjector (N : ℕ) : Matrix (Fin (N + 1)) (Fin (N + 1)) ℝ :=
  Matrix.of fun _ _ => 1 / ((N : ℝ) + 1)
```

Show that $U$ is a density projector:

$$U^\dagger=U,\qquad U^2=U.$$

**Solution.** All entries are equal and real, so $U$ is Hermitian. For the square,

$$(U^2)_{ij}=\sum_k\frac1{(N+1)^2}=\frac{N+1}{(N+1)^2}=\frac1{N+1}=U_{ij}.$$

Physically, $U$ projects onto the normalised orbital with amplitude $1/\sqrt{N+1}$ on every site, occupied by one electron. For $N=0$ it is the number one.

```lean
/-- The uniform matrix on `N + 1` sites is a density projector. -/
theorem uniformProjector_witness (N : ℕ) : IsDensityProjector (uniformProjector N) := by
  have hN : (N : ℝ) + 1 ≠ 0 := by positivity
  constructor
  · ext i j
    simp [uniformProjector, Matrix.conjTranspose_apply]
  · ext i j
    simp only [Matrix.mul_apply, uniformProjector, Matrix.of_apply, Finset.sum_const,
      Finset.card_univ, Fintype.card_fin, nsmul_eq_mul]
    push_cast
    field_simp
```

The two fields of the structure are checked entry by entry. In the second, the constant sum becomes $N+1$ times its term, and `field_simp` finishes the cancellation.

### (i) Cases of equality

Show that the bound in (e) is attained by $U$ at the threshold $t=1/(N+1)$, for every $N$ and every row $i$, and that the bound in (d) is attained on two sites:

$$N_i\!\left(\tfrac1{N+1}\right)=\frac{U_{ii}}{(1/(N+1))^2},\qquad U_{01}=\tfrac12\ \ (N=1).$$

**Solution.** Every entry equals the threshold, so all $N+1$ columns are counted. The right side is

$$\frac{1/(N+1)}{1/(N+1)^2}=N+1,$$

the same number. For $N=1$ every entry is $1/(1+1)=\tfrac12$, including $U_{01}$. This is one electron in the bonding orbital of a symmetric two-site molecule.

```lean
/-- The uniform projector `U` on `N + 1` sites has exactly `U i i / t ^ 2` entries of magnitude at
least `t = 1 / (N + 1)` in each row, and on two sites its off-diagonal entry is one half. -/
theorem bounds_sharp :
    (∀ (N : ℕ) (i : Fin (N + 1)),
      ((largeEntries (uniformProjector N) (1 / ((N : ℝ) + 1)) i).card : ℝ) =
        uniformProjector N i i / (1 / ((N : ℝ) + 1)) ^ 2) ∧
      uniformProjector 1 0 1 = 1 / 2 := by
  constructor
  · intro N i
    have hN : (N : ℝ) + 1 ≠ 0 := by positivity
    -- every entry of the row reaches the threshold
    have h : largeEntries (uniformProjector N) (1 / ((N : ℝ) + 1)) i = Finset.univ :=
      Finset.filter_true_of_mem fun j _ => le_abs_self (1 / ((N : ℝ) + 1))
    rw [h, Finset.card_univ, Fintype.card_fin]
    simp only [uniformProjector, Matrix.of_apply]
    push_cast
    field_simp
  · norm_num [uniformProjector]

end

end DensityMatrixLocality
```

In the first half, `h` states that the set of large entries is the whole row, and the rest is the arithmetic above. The equality concerns $P_{ii}/t^2$ and not the coarser $1/t^2$ of (g). Equality in the latter would need $P_{ii}=1$; by (c) the rest of the row would then vanish, which leaves a count of one and forces $t=1$.

```lean
#print axioms DensityMatrixLocality.total_large_le
#print axioms DensityMatrixLocality.real_projector_locality
#print axioms DensityMatrixLocality.bounds_sharp
```

```
'DensityMatrixLocality.total_large_le' depends on axioms: [propext, Classical.choice, Quot.sound]
'DensityMatrixLocality.real_projector_locality' depends on axioms: [propext, Classical.choice, Quot.sound]
'DensityMatrixLocality.bounds_sharp' depends on axioms: [propext, Classical.choice, Quot.sound]
```

## Fractional occupations and the weight lost by truncation

The same argument covers fractional occupations, such as those of a Fermi–Dirac distribution. Let $P$ be Hermitian with eigenvalues in $[0,1]$. Then $P-P^2$ has no negative eigenvalues, so its diagonal entries are non-negative and

$$\sum_j|P_{ij}|^2=(P^2)_{ii}\le P_{ii}.$$

The solutions of (b) to (f) use the row sum only as an upper bound, apart from its sign, so their inequalities remain true. This extension is a derivation by hand and has no theorem in the Lean file.

In a purification code, the row sum gives an inexpensive diagnostic. For any Hermitian $P$,

$$P_{ii}-\sum_j|P_{ij}|^2=(P-P^2)_{ii},$$

so one pass over the stored entries measures the diagonal part of the idempotency error without a matrix product. If an exact projector has been truncated with its diagonal kept, the same difference, evaluated with the stored entries, equals the squared weight discarded from row $i$.

That weight deserves attention, because a small count does not make the truncation accurate. For $U$ with $t>1/(N+1)$, all off-diagonal entries are discarded. Their squares sum to $N/(N+1)$ over the whole matrix, which approaches one for a large system, however small the fixed threshold is.
